# Spin 1 with axial zero-field splitting in a transverse field: exact levels, and bounds on the lowest for \(D>0\)

## The spin matrices and their units

The system is a single spin \(S=1\) with \(\hbar=1\). Its states are columns of three complex amplitudes, in the order \(m=1,0,-1\), where \(m\) is the eigenvalue of \(S_z\). In Lean the rows and columns carry indices from `Fin 3`, so the indices 0, 1, 2 stand for \(m=1,0,-1\).

```lean
import Mathlib

open Matrix Polynomial

namespace SpinOneTransverseField

noncomputable section
```

The ladder operators of spin 1 have matrix elements \(\sqrt2\), and \(S_x\) and \(S_y\) contain half of that, \(1/\sqrt2\). This number is called `r`. It is declared complex because it multiplies complex matrices.

```lean
/-- The number `1/√2` that appears in the transverse spin-1 matrices. -/
def r : ℂ := ((√2 : ℝ) : ℂ)⁻¹
```

The first transverse matrix is

\[
S_x=\frac1{\sqrt2}\begin{pmatrix}0&1&0\\1&0&1\\0&1&0\end{pmatrix}.
\]

```lean
/-- The spin-1 matrix `Sx` in the basis `m = 1, 0, -1`, with `ħ = 1`. -/
def Sx : Matrix (Fin 3) (Fin 3) ℂ := r • !![0, 1, 0; 1, 0, 1; 0, 1, 0]
```

With the usual phase convention, the second is

\[
S_y=\frac1{\sqrt2}\begin{pmatrix}0&-i&0\\i&0&-i\\0&i&0\end{pmatrix}.
\]

```lean
/-- The spin-1 matrix `Sy` in the basis `m = 1, 0, -1`, with `ħ = 1`. -/
def Sy : Matrix (Fin 3) (Fin 3) ℂ :=
  r • !![0, -Complex.I, 0; Complex.I, 0, -Complex.I; 0, Complex.I, 0]
```

The third is diagonal, \(S_z=\mathrm{diag}(1,0,-1)\).

```lean
/-- The spin-1 matrix `Sz` in the basis `m = 1, 0, -1`, with `ħ = 1`. -/
def Sz : Matrix (Fin 3) (Fin 3) ℂ := !![1, 0, 0; 0, 0, 0; 0, 0, -1]
```

## The Hamiltonian and what counts as an energy

The Hamiltonian is

\[
H=D\,S_z^2+b\,S_x+c\,S_y ,
\]

with real \(D\), \(b\) and \(c\), all of them energies. The parameter \(D\) is the axial zero-field splitting, which represents the combined effect of magnetic dipole coupling between unpaired electrons and of spin-orbit coupling. It is an input here and is not computed from an electronic wavefunction. The numbers \(b\) and \(c\) are the transverse field components multiplied by the Bohr magneton and the \(g\) factor, with any sign absorbed. A field along \(x\) is the case \(c=0\).

Many texts write the axial term as \(D(S_z^2-\tfrac23)\), which is traceless. That choice lowers every level by \(2D/3\) and leaves all differences unchanged. In the convention used here, the \(m=0\) level lies at zero when there is no field. The model has no rhombic term \(S_x^2-S_y^2\), no field along \(z\), and no coupling to nuclei or other spins.

```lean
/-- Axial zero-field splitting `D` with a transverse field of components `b` and `c`:
`H = D Sz² + b Sx + c Sy`. -/
def ham (D b c : ℝ) : Matrix (Fin 3) (Fin 3) ℂ :=
  (D : ℂ) • Sz ^ 2 + (b : ℂ) • Sx + (c : ℂ) • Sy
```

A real number \(E\) is an energy if \(Hv=Ev\) has a solution \(v\neq0\). In the definition, `*ᵥ` is the product of a matrix with a vector. The vector need not be normalised, since dividing it by its norm doesn't change \(E\).

```lean
/-- The real number `E` is an energy of `H` if `H v = E v` for some nonzero state `v`. -/
def IsEnergy (D b c E : ℝ) : Prop :=
  ∃ v : Fin 3 → ℂ, v ≠ 0 ∧ ham D b c *ᵥ v = (E : ℂ) • v
```

## Checking the angular momentum algebra

The only numerical fact needed about the prefactor is \((1/\sqrt2)^2=1/2\).

```lean
/-- The square of `1/√2` is `1/2`. -/
lemma r_mul_r : r * r = 1 / 2 := by
  unfold r
  rw [← mul_inv, ← Complex.ofReal_mul, Real.mul_self_sqrt (by norm_num)]
  norm_num
```

Multiplying the matrices in both orders gives

\[
S_xS_y=\frac12\begin{pmatrix}i&0&-i\\0&0&0\\i&0&-i\end{pmatrix},\qquad
S_yS_x=\frac12\begin{pmatrix}-i&0&-i\\0&0&0\\i&0&i\end{pmatrix}.
\]

The off-diagonal entries cancel in the difference, which leaves \(i\,\mathrm{diag}(1,0,-1)\), so \([S_x,S_y]=iS_z\). Once \(S_x\) and \(S_y\) are given, this relation fixes \(S_z\), including its sign. The Lean proof first collects the two prefactors into \(1/2\) and then compares the nine entries one by one.

```lean
/-- The matrices obey the angular momentum relation `[Sx, Sy] = i Sz`. -/
theorem spin_commutator : Sx * Sy - Sy * Sx = Complex.I • Sz := by
  simp only [Sx, Sy, Matrix.smul_mul, Matrix.mul_smul, smul_smul, ← smul_sub, r_mul_r]
  ext i j
  fin_cases i <;> fin_cases j <;>
    simp [Sz] <;> ring
```

## From the matrix to the characteristic polynomial

Since \(S_z^2=\mathrm{diag}(1,0,1)\), the axial term raises both \(m=\pm1\) states by \(D\). The field connects neighbouring values of \(m\). With \(\beta=(b-ic)/\sqrt2\),

\[
H=\begin{pmatrix}D&\beta&0\\\beta^*&0&\beta\\0&\beta^*&D\end{pmatrix}.
\]

The next lemma states this form, with \(\beta\) appearing as `r * (b - Complex.I * c)`.

```lean
/-- The Hamiltonian written out in the basis `m = 1, 0, -1`. -/
lemma ham_eq (D b c : ℝ) : ham D b c =
    !![(D : ℂ), r * (b - Complex.I * c), 0;
       r * (b + Complex.I * c), 0, r * (b - Complex.I * c);
       0, r * (b + Complex.I * c), (D : ℂ)] := by
  ext i j
  fin_cases i <;> fin_cases j <;>
    simp [ham, Sx, Sy, Sz, pow_two] <;> ring
```

Write \(B=b^2+c^2\) for the squared strength of the transverse field in energy units, so that \(|\beta|^2=B/2\). Expanding the determinant along the first row, for any complex \(z\),

\[
\begin{aligned}
\det(z-H)&=(z-D)\bigl[z(z-D)-|\beta|^2\bigr]-|\beta|^2(z-D)\\
&=(z-D)\bigl(z^2-Dz-2|\beta|^2\bigr)\\
&=(z-D)\bigl(z^2-Dz-B\bigr).
\end{aligned}
\]

In Lean, `Matrix.scalar (Fin 3) z` is \(z\) times the identity. After the expansion by `Matrix.det_fin_three`, the two sides differ only through \(r^2=1/2\) and \(i^2=-1\). The `linear_combination` step supplies the multiples of these two identities that close the gap.

```lean
/-- The secular determinant `det (z - H)` factorises into a linear and a quadratic part. -/
lemma secular_det (D b c : ℝ) (z : ℂ) :
    (Matrix.scalar (Fin 3) z - ham D b c).det =
      (z - D) * (z ^ 2 - D * z - ((b : ℂ) ^ 2 + (c : ℂ) ^ 2)) := by
  rw [ham_eq, Matrix.det_fin_three]
  simp [Matrix.scalar_apply]
  linear_combination
    (-2 * (z - D) * ((b : ℂ) ^ 2 - Complex.I ^ 2 * (c : ℂ) ^ 2)) * r_mul_r
      + (z - D) * (c : ℂ) ^ 2 * Complex.I_sq
```

The characteristic polynomial is \(\det(X-H)\) with \(X\) as a formal variable. Two complex polynomials that agree at every complex number are equal, so the determinant formula gives

\[
\chi_H(X)=(X-D)\,(X^2-DX-B).
\]

In the theorem, `C` turns a number into a constant polynomial. The identity holds for all real \(D\), \(b\) and \(c\), and for \(c=0\) the last factor becomes \(X^2-DX-b^2\).

```lean
/-- The characteristic polynomial of `H` is `(X - D)(X² - D X - (b² + c²))`. -/
theorem charpoly_ham (D b c : ℝ) : (ham D b c).charpoly =
    (X - C (D : ℂ)) * (X ^ 2 - C (D : ℂ) * X - C ((b : ℂ) ^ 2 + (c : ℂ) ^ 2)) := by
  refine Polynomial.funext fun z => ?_
  rw [Matrix.eval_charpoly, secular_det]
  simp
```

## The energies and the lowest of them

The equation \(Hv=Ev\) is the same as \((E-H)v=0\). It has a nonzero solution exactly when \(\det(E-H)=0\). By the factorisation, \(E\) is an energy if and only if

\[
E=D\qquad\text{or}\qquad E^2-DE-B=0 .
\]

The proof follows this order: `key` rewrites the eigenvalue equation, `h` replaces the nonzero solution by the vanishing determinant, and the final `norm_cast` turns an equation between complex numbers into one between real numbers. Asking for real \(E\) loses no level, because the quadratic has the non-negative discriminant \(D^2+4B\).

```lean
/-- The energies are `D` and the real roots of `E² - D E - (b² + c²)`. -/
theorem isEnergy_iff (D b c E : ℝ) :
    IsEnergy D b c E ↔ E = D ∨ E ^ 2 - D * E - (b ^ 2 + c ^ 2) = 0 := by
  have hs : ∀ v : Fin 3 → ℂ, Matrix.scalar (Fin 3) (E : ℂ) *ᵥ v = (E : ℂ) • v := by
    intro v
    ext i
    simp [Matrix.scalar_apply, Matrix.mulVec_diagonal]
  have key : ∀ v : Fin 3 → ℂ, (Matrix.scalar (Fin 3) (E : ℂ) - ham D b c) *ᵥ v = 0 ↔
      ham D b c *ᵥ v = (E : ℂ) • v := by
    intro v
    rw [Matrix.sub_mulVec, sub_eq_zero, hs v, eq_comm]
  -- a nonzero solution exists exactly when the secular determinant vanishes
  have h : IsEnergy D b c E ↔ (Matrix.scalar (Fin 3) (E : ℂ) - ham D b c).det = 0 := by
    rw [← Matrix.exists_mulVec_eq_zero_iff]
    simp only [IsEnergy, key]
  rw [h, secular_det, mul_eq_zero, sub_eq_zero]
  norm_cast
```

Let \(s=\sqrt{D^2+4B}\). The three roots are \(D\) and \((D\pm s)/2\), and the smallest is

\[
E_0=\frac{D-\sqrt{D^2+4B}}2 .
\]

To see this, note first that \(s\ge|D|\ge-D\), which gives \((D-s)/2\le D\). Secondly, any root \(E\) of the quadratic satisfies \((2E-D)^2=s^2\), hence \(2E-D\ge-s\) and \(E\ge E_0\).

The Lean predicate `IsLeast` says that a number belongs to the set and that no member of the set lies below it. The proof treats these two parts separately, and the second splits into the two cases just described. The sign of \(D\) plays no role, and \(D=0\) and zero field are included.

```lean
/-- The lowest energy is `(D - √(D² + 4(b² + c²)))/2`, for either sign of `D`. -/
theorem isLeast_energy (D b c : ℝ) :
    IsLeast {E | IsEnergy D b c E} ((D - √(D ^ 2 + 4 * (b ^ 2 + c ^ 2))) / 2) := by
  have hs : √(D ^ 2 + 4 * (b ^ 2 + c ^ 2)) ^ 2 = D ^ 2 + 4 * (b ^ 2 + c ^ 2) :=
    Real.sq_sqrt (by positivity)
  constructor
  · exact (isEnergy_iff D b c _).2 (Or.inr (by linear_combination hs / 4))
  · intro E hE
    rcases (isEnergy_iff D b c E).1 hE with h | h
    · have h1 : |D| ≤ √(D ^ 2 + 4 * (b ^ 2 + c ^ 2)) :=
        Real.abs_le_sqrt (by nlinarith [sq_nonneg b, sq_nonneg c])
      linarith [neg_abs_le D]
    · have h1 : |2 * E - D| ≤ √(D ^ 2 + 4 * (b ^ 2 + c ^ 2)) :=
        Real.abs_le_sqrt (by nlinarith)
      linarith [neg_abs_le (2 * E - D)]
```

## An equation that isolates the shift

Two properties of the lowest energy are enough for the estimates that follow. Since \(s\ge|D|\ge D\), it satisfies \(E_0\le0\). Rearranging the quadratic gives

\[
E_0(D-E_0)=-B .
\]

In Lean the lowest energy is now a variable `E` with the hypothesis `IsLeast {E | IsEnergy D b c E} E`. Because a set has at most one least element, `h.unique` identifies this variable with the square-root formula.

```lean
/-- The lowest energy `E` is not positive and satisfies `E (D - E) = -(b² + c²)`. -/
theorem lowest_energy_equation {D b c E : ℝ} (h : IsLeast {E | IsEnergy D b c E} E) :
    E ≤ 0 ∧ E * (D - E) = -(b ^ 2 + c ^ 2) := by
  have hs : √(D ^ 2 + 4 * (b ^ 2 + c ^ 2)) ^ 2 = D ^ 2 + 4 * (b ^ 2 + c ^ 2) :=
    Real.sq_sqrt (by positivity)
  have h1 : |D| ≤ √(D ^ 2 + 4 * (b ^ 2 + c ^ 2)) :=
    Real.abs_le_sqrt (by nlinarith [sq_nonneg b, sq_nonneg c])
  rw [h.unique (isLeast_energy D b c)]
  constructor
  · linarith [le_abs_self D]
  · linear_combination (-1 / 4) * hs
```

## Second-order shift and fourth-order correction

Now let \(D>0\), so that without a field the \(m=0\) state is the non-degenerate ground state and the \(m=\pm1\) pair lies at \(D\). Let the field be nonzero, so \(B>0\). Put \(u=B/D\), the size of the shift in second-order perturbation theory. The equation for \(E_0\) becomes \(DE_0-E_0^2=-uD\), or

\[
D(E_0+u)=E_0^2 .
\]

The value \(E_0=0\) would force \(B=0\), so \(E_0<0\). The right-hand side is then positive, and \(E_0>-u\). This gives \(-u<E_0<0\), hence \(E_0^2<u^2\), and dividing by \(D\) yields \(E_0+u<u^2/D\). In terms of \(B\),

\[
-\frac BD<E_0<-\frac BD+\frac{B^2}{D^3}.
\]

For a field along \(x\) these are the bounds \(-b^2/D\) and \(-b^2/D+b^4/D^3\). The condition on the field appears in Lean as `b ≠ 0 ∨ c ≠ 0`. At zero field all three expressions vanish, and the strict inequalities fail.

In the proof, `hk` is the equation \(D(E_0+u)=E_0^2\), `hpos` is the lower bound, and `hup` is the upper bound. The inequality \(E_0^2<u^2\) enters `hup` through the positive product \((E_0+u)(u-E_0)\).

```lean
/-- For `D > 0` and a nonzero transverse field, the lowest energy lies strictly between
`-B/D` and `-B/D + B²/D³`, where `B = b² + c²`. -/
theorem lowest_energy_bounds {D b c E : ℝ} (hD : 0 < D) (hbc : b ≠ 0 ∨ c ≠ 0)
    (h : IsLeast {E | IsEnergy D b c E} E) :
    -((b ^ 2 + c ^ 2) / D) < E ∧
      E < -((b ^ 2 + c ^ 2) / D) + (b ^ 2 + c ^ 2) ^ 2 / D ^ 3 := by
  obtain ⟨hE, hq⟩ := lowest_energy_equation h
  have hB : 0 < b ^ 2 + c ^ 2 := by
    rcases hbc with hb | hc <;> positivity
  -- `u` is the size of the second-order energy shift, which is `-u`
  obtain ⟨u, hu⟩ : ∃ u, b ^ 2 + c ^ 2 = u * D := ⟨(b ^ 2 + c ^ 2) / D, by field_simp⟩
  rw [hu] at hq hB ⊢
  have e1 : u * D / D = u := by field_simp
  have e2 : (u * D) ^ 2 / D ^ 3 = u ^ 2 / D := by field_simp
  rw [e1, e2]
  have hE0 : E < 0 := lt_of_le_of_ne hE (by
    intro h0
    rw [h0] at hq
    linarith)
  have hk : D * (E + u) = E ^ 2 := by linear_combination hq
  have hpos : 0 < E + u := by
    have h2 : 0 < D * (E + u) := by
      rw [hk]
      nlinarith
    exact (mul_pos_iff_of_pos_left hD).1 h2
  have hup : E + u < u ^ 2 / D := by
    rw [lt_div_iff₀ hD]
    have h3 : 0 < u - E := by linarith
    nlinarith [mul_pos hpos h3]
  constructor <;> linarith
```

The upper bound alone doesn't show that \(B^2/D^3\) is the true fourth-order term, since a smaller coefficient might also fit beneath it. A lower bound with the same term settles this. Start from the identity

\[
D(u^2-E_0^2)=(u-E_0)\,D(u+E_0)=(u-E_0)E_0^2 .
\]

From \(-u\le E_0\le0\) follow \(u-E_0\le2u\) and \(E_0^2\le u^2\), so the right-hand side is at most \(2u^3\). Therefore \(DE_0^2\ge Du^2-2u^3\), and

\[
E_0+u=\frac{E_0^2}{D}\ge\frac{u^2}{D}-\frac{2u^3}{D^2}.
\]

Substituting \(u=B/D\) gives

\[
E_0\ge-\frac BD+\frac{B^2}{D^3}-\frac{2B^3}{D^5}.
\]

This inequality is not strict, so zero field is allowed, and there it becomes an equality. In Lean, `h7` is the identity, `h5` bounds its right-hand side, and `h9` is the resulting estimate for \(E_0+u\). The equation `e` simplifies the bound in the theorem, where \(b^2+c^2\) has been replaced by \(uD\), to the form that `h9` uses.

```lean
/-- For `D > 0` and any transverse field, the lowest energy is at least
`-B/D + B²/D³ - 2B³/D⁵`, where `B = b² + c²`. -/
theorem lowest_energy_sixth_order {D b c E : ℝ} (hD : 0 < D)
    (h : IsLeast {E | IsEnergy D b c E} E) :
    -((b ^ 2 + c ^ 2) / D) + (b ^ 2 + c ^ 2) ^ 2 / D ^ 3
      - 2 * (b ^ 2 + c ^ 2) ^ 3 / D ^ 5 ≤ E := by
  obtain ⟨hE, hq⟩ := lowest_energy_equation h
  obtain ⟨u, hu⟩ : ∃ u, b ^ 2 + c ^ 2 = u * D := ⟨(b ^ 2 + c ^ 2) / D, by field_simp⟩
  rw [hu] at hq ⊢
  have hk : D * (E + u) = E ^ 2 := by linear_combination hq
  have hpos : 0 ≤ E + u := by
    have h2 : 0 ≤ D * (E + u) := by
      rw [hk]
      positivity
    exact nonneg_of_mul_nonneg_right h2 hD
  have h4 : E ^ 2 ≤ u ^ 2 := by
    have h3 : 0 ≤ u - E := by linarith
    nlinarith [mul_nonneg hpos h3]
  -- insert the first estimate back into the equation for the energy
  have h5 : (u - E) * E ^ 2 ≤ (2 * u) * u ^ 2 :=
    mul_le_mul (by linarith) h4 (sq_nonneg E) (by linarith)
  have h7 : D * u ^ 2 - D * E ^ 2 = (u - E) * E ^ 2 := by linear_combination (u - E) * hk
  have h8 : (E + u) * D ^ 2 = D * E ^ 2 := by linear_combination D * hk
  have h9 : (D * u ^ 2 - 2 * u ^ 3) / D ^ 2 ≤ E + u := by
    rw [div_le_iff₀ (by positivity), h8]
    linarith
  have e : -(u * D / D) + (u * D) ^ 2 / D ^ 3 - 2 * (u * D) ^ 3 / D ^ 5
      = -u + (D * u ^ 2 - 2 * u ^ 3) / D ^ 2 := by
    field_simp
    ring
  rw [e]
  linarith

end

end SpinOneTransverseField
```

For \(D>0\) and a nonzero field, the two theorems together place \(E_0\) below \(-B/D+B^2/D^3\) by no more than \(2B^3/D^5\). At fixed \(D\) this gap is of sixth order in the field, which identifies the quartic coefficient as \(1/D^3\). The bounds hold at every field strength, but they lie close together, relative to the shift itself, only when \(B\) is small compared with \(D^2\). Once \(B\ge D^2\), the upper bound is no better than \(E_0\le0\).

For this isolated axial spin with \(D>0\) in a purely transverse, nonzero field, the result limits the error of second-order perturbation theory for the lowest level: the predicted shift \(-B/D\) is too large in magnitude, by a fraction of the predicted value smaller than \(B/D^2\). With \(c=0\) and \(b=D/10\), that fraction is below one per cent. To test a program that diagonalises spin Hamiltonians on this three-level model, the exact levels \(D\) and \((D\pm\sqrt{D^2+4B})/2\) are a sharper reference than the bounds. The comparison must allow for rounding and use the same zero of energy.

```lean
#print axioms SpinOneTransverseField.spin_commutator
#print axioms SpinOneTransverseField.charpoly_ham
#print axioms SpinOneTransverseField.lowest_energy_bounds
#print axioms SpinOneTransverseField.lowest_energy_sixth_order
```

```
'SpinOneTransverseField.spin_commutator' depends on axioms: [propext, Classical.choice, Quot.sound]
'SpinOneTransverseField.charpoly_ham' depends on axioms: [propext, Classical.choice, Quot.sound]
'SpinOneTransverseField.lowest_energy_bounds' depends on axioms: [propext, Classical.choice, Quot.sound]
'SpinOneTransverseField.lowest_energy_sixth_order' depends on axioms: [propext, Classical.choice, Quot.sound]
```
